# Two qutrits violate the three-outcome CGLMP inequality

Two parties each choose one of two measurements with outcomes 0, 1, 2; a1, a2 are the first party's outcomes and b1, b2 the second's, and differences of outcomes are taken modulo 3 and scored by f(0) = 1, f(1) = −1, f(2) = 0. Each of f(b1−a1), f(a2−b1+1), f(b2−a2) and f(a1−b2) is averaged over runs with its own pair of settings. The Lean file below proves that the sum of these four averages is at most 2 in every local model with a finite hidden variable, and that an entangled pair of qutrits exceeds 2.

```lean
import Mathlib

open ComplexConjugate

namespace CGLMPQutrits

noncomputable section

/-- The score of an outcome difference modulo 3: `f 0 = 1`, `f 1 = -1`, `f 2 = 0`. -/
def f : Fin 3 → ℤ := ![1, -1, 0]

/-- The summed expected score of a table `p x y a b` of probabilities for outcomes `a, b`
under settings `x, y`; differences of outcomes are taken modulo 3. -/
def cglmp (p : Fin 2 → Fin 2 → Fin 3 → Fin 3 → ℝ) : ℝ :=
  ∑ a, ∑ b, ((f (b - a) : ℝ) * p 0 0 a b + (f (a - b + 1) : ℝ) * p 1 0 a b
    + (f (b - a) : ℝ) * p 1 1 a b + (f (a - b) : ℝ) * p 0 1 a b)

/-- A probability distribution on a finite set. -/
def IsProb {ι : Type*} [Fintype ι] (P : ι → ℝ) : Prop := (∀ i, 0 ≤ P i) ∧ ∑ i, P i = 1

/-- The table of a local model: a hidden variable `l` of weight `w l`, and independent
responses `P l x` and `Q l y` of the two parties. -/
def localTable {Λ : Type*} [Fintype Λ] (w : Λ → ℝ) (P Q : Λ → Fin 2 → Fin 3 → ℝ) :
    Fin 2 → Fin 2 → Fin 3 → Fin 3 → ℝ :=
  fun x y a b => ∑ l, w l * (P l x a * Q l y b)

/-- Three orthonormal vectors in `ℂ³`, labelled by the measurement outcome. -/
def IsONB (e : Fin 3 → Fin 3 → ℂ) : Prop :=
  ∀ a b, ∑ j, conj (e a j) * e b j = if a = b then 1 else 0

/-- Born probabilities of local measurements `A x`, `B y` on the two-qutrit vector `ψ`. -/
def born (ψ : Fin 3 → Fin 3 → ℂ) (A B : Fin 2 → Fin 3 → Fin 3 → ℂ) :
    Fin 2 → Fin 2 → Fin 3 → Fin 3 → ℝ :=
  fun x y a b => Complex.normSq (∑ i, ∑ j, conj (A x a i) * conj (B y b j) * ψ i j)

/-- The phase factor `(√3 + i)/2`. -/
def ζ : ℂ := ⟨√3 / 2, 1 / 2⟩

/-- The vector with components `ζ^(m j)/√3`. -/
def phaseVec (m : ℕ) : Fin 3 → ℂ := fun j => (((√3)⁻¹ : ℝ) : ℂ) * ζ ^ (m * (j : ℕ))

/-- The first party's two measurement bases. -/
def alice (x : Fin 2) (a : Fin 3) : Fin 3 → ℂ := phaseVec (4 * (a : ℕ) + 2 * (x : ℕ))

/-- The second party's two measurement bases. -/
def bob (y : Fin 2) (b : Fin 3) : Fin 3 → ℂ := phaseVec (8 * (b : ℕ) + 1 + 10 * (y : ℕ))

/-- The state `(|00⟩ + γ|11⟩ + |22⟩)/√(2 + γ²)`. -/
def schmidt (γ : ℝ) (i j : Fin 3) : ℂ :=
  if i = j then (((√(2 + γ ^ 2))⁻¹ * (![1, γ, 1] : Fin 3 → ℝ) i : ℝ) : ℂ) else 0

set_option maxRecDepth 10000 in
/-- For any predetermined outcomes the four scores add up to at most 2. -/
theorem deterministic_bound : ∀ a1 a2 b1 b2 : Fin 3,
    f (b1 - a1) + f (a2 - b1 + 1) + f (b2 - a2) + f (a1 - b2) ≤ 2 := by
  decide

/-- The summed score is a difference of two sums of joint probabilities. -/
theorem cglmp_eq_probabilities (p : Fin 2 → Fin 2 → Fin 3 → Fin 3 → ℝ) :
    cglmp p = ∑ a, (p 0 0 a a + p 1 0 a (a + 1) + p 1 1 a a + p 0 1 a a)
      - ∑ a, (p 0 0 a (a + 1) + p 1 0 a a + p 1 1 a (a + 1) + p 0 1 (a + 1) a) := by
  have h0 : ∀ a b : Fin 3, f (b - a) =
      (if b = a then 1 else 0) - (if b = a + 1 then 1 else 0) := by decide
  have h1 : ∀ a b : Fin 3, f (a - b + 1) =
      (if b = a + 1 then 1 else 0) - (if b = a then 1 else 0) := by decide
  simp only [cglmp, h0, h1]
  simp [Fin.sum_univ_three]
  ring

/-- An average does not exceed an upper bound of the averaged quantity. -/
theorem average_le {ι : Type*} [Fintype ι] {P h : ι → ℝ} {c : ℝ} (hP : IsProb P)
    (hc : ∀ i, h i ≤ c) : ∑ i, P i * h i ≤ c := by
  calc ∑ i, P i * h i ≤ ∑ i, P i * c :=
        Finset.sum_le_sum fun i _ => mul_le_mul_of_nonneg_left (hc i) (hP.1 i)
    _ = c := by rw [← Finset.sum_mul, hP.2, one_mul]

/-- The CGLMP inequality: every local model with a finite hidden variable has summed score at most
2. -/
theorem local_bound {Λ : Type*} [Fintype Λ] (w : Λ → ℝ) (P Q : Λ → Fin 2 → Fin 3 → ℝ)
    (hw : IsProb w) (hP : ∀ l x, IsProb (P l x)) (hQ : ∀ l y, IsProb (Q l y)) :
    cglmp (localTable w P Q) ≤ 2 := by
  have mix : cglmp (localTable w P Q)
      = ∑ l, w l * cglmp (fun x y a b => P l x a * Q l y b) := by
    simp only [cglmp, localTable, Fin.sum_univ_three, Finset.mul_sum,
      ← Finset.sum_add_distrib]
    exact Finset.sum_congr rfl fun l _ => by ring
  rw [mix]
  refine average_le hw fun l => ?_
  -- average over the outcomes of the second party, then of the first
  have h1 : ∀ a1 a2 b1, ∑ b, Q l 1 b * ((f (b - a2) : ℝ) + f (a1 - b))
      ≤ 2 - ((f (b1 - a1) : ℝ) + f (a2 - b1 + 1)) := fun a1 a2 b1 =>
    average_le (hQ l 1) fun b => by
      have h : ((f (b1 - a1) + f (a2 - b1 + 1) + f (b - a2) + f (a1 - b) : ℤ) : ℝ) ≤ 2 := by
        exact_mod_cast deterministic_bound a1 a2 b1 b
      push_cast at h
      linarith
  have h2 : ∀ a1 a2, ∑ b, Q l 0 b * ((f (b - a1) : ℝ) + f (a2 - b + 1))
      ≤ 2 - ∑ b, Q l 1 b * ((f (b - a2) : ℝ) + f (a1 - b)) := fun a1 a2 =>
    average_le (hQ l 0) fun b => by linarith [h1 a1 a2 b]
  have h3 : ∀ a2, ∑ a, P l 0 a * (∑ b, (Q l 0 b * (f (b - a) : ℝ) + Q l 1 b * f (a - b)))
      ≤ 2 - ∑ b, (Q l 0 b * (f (a2 - b + 1) : ℝ) + Q l 1 b * f (b - a2)) := fun a2 =>
    average_le (hP l 0) fun a => by
      have := h2 a a2
      simp only [mul_add, Finset.sum_add_distrib] at this ⊢
      linarith
  have h4 : ∑ a, P l 1 a * (∑ b, (Q l 0 b * (f (a - b + 1) : ℝ) + Q l 1 b * f (b - a)))
      ≤ 2 - ∑ a, P l 0 a * (∑ b, (Q l 0 b * (f (b - a) : ℝ) + Q l 1 b * f (a - b))) :=
    average_le (hP l 1) fun a => by linarith [h3 a]
  have e : cglmp (fun x y a b => P l x a * Q l y b)
      = ∑ a, P l 0 a * (∑ b, (Q l 0 b * (f (b - a) : ℝ) + Q l 1 b * f (a - b)))
      + ∑ a, P l 1 a * (∑ b, (Q l 0 b * (f (a - b + 1) : ℝ) + Q l 1 b * f (b - a))) := by
    simp only [cglmp, Fin.sum_univ_three]
    ring
  linarith

/-- Powers of `ζ` have period 12, with `ζ³ = i`, `ζ¹¹` the conjugate of `ζ`, and
`ζ⁴ - ζ² + 1 = 0`. -/
theorem zeta_facts : (∀ n, ζ ^ n = ζ ^ (n % 12)) ∧ ζ ^ 3 = Complex.I ∧
    ζ ^ 11 = conj ζ ∧ ζ ^ 4 - ζ ^ 2 + 1 = 0 := by
  have h : √3 * √3 = 3 := Real.mul_self_sqrt (by norm_num)
  have h3 : ζ ^ 3 = Complex.I := by
    apply Complex.ext <;>
      simp only [pow_three, ζ, Complex.mul_re, Complex.mul_im, Complex.I_re, Complex.I_im]
    · linear_combination (√3 / 8) * h
    · linear_combination (3 / 8) * h
  have h12 : ζ ^ 12 = 1 := by
    rw [show ζ ^ 12 = (ζ ^ 3) ^ 4 by ring, h3, Complex.I_pow_four]
  refine ⟨fun n => ?_, h3, ?_, ?_⟩
  · conv_lhs => rw [← Nat.div_add_mod n 12, pow_add, pow_mul, h12, one_pow, one_mul]
  · rw [show ζ ^ 11 = (ζ ^ 3 * ζ ^ 3) * (ζ ^ 3 * (ζ * ζ)) by ring, h3]
    apply Complex.ext <;> simp only [ζ, Complex.mul_re, Complex.mul_im, Complex.I_re,
      Complex.I_im, Complex.conj_re, Complex.conj_im]
    · ring
    · linear_combination (-1 / 4) * h
  · rw [show ζ ^ 4 - ζ ^ 2 + 1 = ζ ^ 3 * ζ - ζ * ζ + 1 by ring, h3]
    apply Complex.ext <;> simp only [ζ, Complex.mul_re, Complex.mul_im, Complex.I_re,
      Complex.I_im, Complex.add_re, Complex.add_im, Complex.sub_re, Complex.sub_im,
      Complex.one_re, Complex.one_im, Complex.zero_re, Complex.zero_im]
    · linear_combination (-1 / 4) * h
    · ring

/-- All four local measurements are made in orthonormal bases. -/
theorem measurements_orthonormal : (∀ x, IsONB (alice x)) ∧ ∀ y, IsONB (bob y) := by
  obtain ⟨hmod, -, h11, hp⟩ := zeta_facts
  have ov : ∀ m n, ∑ j, conj (phaseVec m j) * phaseVec n j
      = (1 + ζ ^ (11 * m + n) + (ζ ^ (11 * m + n)) ^ 2) / 3 := by
    intro m n
    have h : (((√3)⁻¹ : ℝ) : ℂ) * (((√3)⁻¹ : ℝ) : ℂ) = 1 / 3 := by
      rw [← Complex.ofReal_mul, ← mul_inv, Real.mul_self_sqrt (by norm_num)]
      norm_num
    have v0 : ((0 : Fin 3) : ℕ) = 0 := rfl
    have v1 : ((1 : Fin 3) : ℕ) = 1 := rfl
    have v2 : ((2 : Fin 3) : ℕ) = 2 := rfl
    simp only [phaseVec, map_mul, map_pow, Complex.conj_ofReal, ← h11,
      Fin.sum_univ_three, v0, v1, v2]
    generalize (((√3)⁻¹ : ℝ) : ℂ) = c at h ⊢
    linear_combination (1 + ζ ^ (11 * m + n) + (ζ ^ (11 * m + n)) ^ 2) * h
  have same : ∀ m n, (11 * m + n) % 12 = 0 →
      ∑ j, conj (phaseVec m j) * phaseVec n j = 1 := by
    intro m n h
    rw [ov, hmod, h]
    norm_num
  -- distinct outcomes: the three cube roots of unity cancel
  have diff : ∀ m n, (11 * m + n) % 12 = 4 ∨ (11 * m + n) % 12 = 8 →
      ∑ j, conj (phaseVec m j) * phaseVec n j = 0 := by
    intro m n h
    rw [ov, hmod]
    rcases h with h | h <;> rw [h]
    · linear_combination ((ζ ^ 4 + ζ ^ 2 + 1) / 3) * hp
    · linear_combination ((ζ ^ 4 + ζ ^ 2 + 1) * (1 - ζ ^ 4 + ζ ^ 8) / 3) * hp
  constructor
  · intro x a b
    by_cases hab : a = b
    · subst hab
      rw [if_pos rfl]
      exact same _ _ (by omega)
    · rw [if_neg hab]
      exact diff _ _ (by revert x a b; decide)
  · intro y a b
    by_cases hab : a = b
    · subst hab
      rw [if_pos rfl]
      exact same _ _ (by omega)
    · rw [if_neg hab]
      exact diff _ _ (by revert y a b; decide)

/-- Each joint probability depends on settings and outcomes only through a total phase. -/
theorem born_schmidt (γ : ℝ) (x y : Fin 2) (a b : Fin 3) :
    born (schmidt γ) alice bob x y a b =
      (γ + 2 * (ζ ^ (4 * (a : ℕ) + 2 * (x : ℕ) + (8 * (b : ℕ) + 1 + 10 * (y : ℕ)))).re) ^ 2
        / (9 * (2 + γ ^ 2)) := by
  have h3 : √3 * √3 = 3 := Real.mul_self_sqrt (by norm_num)
  have ht : √(2 + γ ^ 2) * √(2 + γ ^ 2) = 2 + γ ^ 2 := Real.mul_self_sqrt (by positivity)
  simp only [born, alice, bob]
  generalize 4 * (a : ℕ) + 2 * (x : ℕ) = m
  generalize 8 * (b : ℕ) + 1 + 10 * (y : ℕ) = n
  have hz : Complex.normSq (conj ζ ^ (m + n)) = 1 := by
    have : Complex.normSq ζ = 1 := by
      simp only [Complex.normSq_apply, ζ]
      linear_combination h3 / 4
    rw [map_pow, Complex.normSq_conj, this, one_pow]
  have hre : (conj ζ ^ (m + n)).re = (ζ ^ (m + n)).re := by
    rw [← map_pow, Complex.conj_re]
  have amp : ∑ i, ∑ j, conj (phaseVec m i) * conj (phaseVec n j) * schmidt γ i j
      = (((√3)⁻¹ * (√3)⁻¹ * (√(2 + γ ^ 2))⁻¹ : ℝ) : ℂ)
        * (1 + (γ : ℂ) * conj ζ ^ (m + n) + (conj ζ ^ (m + n)) ^ 2) := by
    have v0 : ((0 : Fin 3) : ℕ) = 0 := rfl
    have v1 : ((1 : Fin 3) : ℕ) = 1 := rfl
    have v2 : ((2 : Fin 3) : ℕ) = 2 := rfl
    have c0 : (![1, γ, 1] : Fin 3 → ℝ) 0 = 1 := rfl
    have c1 : (![1, γ, 1] : Fin 3 → ℝ) 1 = γ := rfl
    have c2 : (![1, γ, 1] : Fin 3 → ℝ) 2 = 1 := rfl
    simp only [schmidt, mul_ite, mul_zero, Finset.sum_ite_eq, Finset.mem_univ, if_true]
    simp only [Fin.sum_univ_three, phaseVec, map_mul, map_pow, Complex.conj_ofReal,
      v0, v1, v2, c0, c1, c2]
    push_cast
    ring
  rw [amp, ← hre]
  generalize conj ζ ^ (m + n) = z at hz ⊢
  -- a unit phase factors out and leaves a real amplitude
  have hfac : 1 + (γ : ℂ) * z + z ^ 2 = z * ((γ + 2 * z.re : ℝ) : ℂ) := by
    rw [Complex.normSq_apply] at hz
    apply Complex.ext <;> simp only [pow_two, Complex.add_re, Complex.add_im, Complex.mul_re,
      Complex.mul_im, Complex.one_re, Complex.one_im, Complex.ofReal_re, Complex.ofReal_im]
    · linear_combination -hz
    · ring
  have hr : ((√3)⁻¹ * (√3)⁻¹ * (√(2 + γ ^ 2))⁻¹) * ((√3)⁻¹ * (√3)⁻¹ * (√(2 + γ ^ 2))⁻¹)
      = (9 * (2 + γ ^ 2))⁻¹ := by
    have h9 : 9 * (2 + γ ^ 2)
        = (√3 * √3) * (√3 * √3) * (√(2 + γ ^ 2) * √(2 + γ ^ 2)) := by
      rw [h3, ht]
      norm_num
    rw [h9]
    simp only [mul_inv]
    ac_rfl
  rw [hfac, Complex.normSq_mul, Complex.normSq_mul, hz, Complex.normSq_ofReal,
    Complex.normSq_ofReal, hr, div_eq_mul_inv]
  ring

/-- The state with parameter `γ` is a unit vector, and its summed score is
`4(3 + 2√3 γ)/(3(2 + γ²))`. -/
theorem cglmp_schmidt (γ : ℝ) : ∑ i, ∑ j, Complex.normSq (schmidt γ i j) = 1 ∧
    cglmp (born (schmidt γ) alice bob) = 4 * (3 + 2 * √3 * γ) / (3 * (2 + γ ^ 2)) := by
  have hD : 2 + γ ^ 2 ≠ 0 := by positivity
  constructor
  · have ht : √(2 + γ ^ 2) * √(2 + γ ^ 2) = 2 + γ ^ 2 := Real.mul_self_sqrt (by positivity)
    have h0 : √(2 + γ ^ 2) ≠ 0 := by positivity
    have key : ∀ i j, Complex.normSq (schmidt γ i j) =
        if i = j then ((√(2 + γ ^ 2))⁻¹ * (![1, γ, 1] : Fin 3 → ℝ) i) ^ 2 else 0 := by
      intro i j
      unfold schmidt
      split_ifs
      · rw [Complex.normSq_ofReal]
        exact (pow_two _).symm
      · exact Complex.normSq_zero
    simp only [key]
    clear key
    generalize √(2 + γ ^ 2) = t at ht h0 ⊢
    simp [Fin.sum_univ_three]
    field_simp
    linarith
  · obtain ⟨hmod, h3, h11, -⟩ := zeta_facts
    have good : ∀ (x y : Fin 2) (a b : Fin 3),
        ((4 * (a : ℕ) + 2 * (x : ℕ) + (8 * (b : ℕ) + 1 + 10 * (y : ℕ))) % 12 = 1 ∨
         (4 * (a : ℕ) + 2 * (x : ℕ) + (8 * (b : ℕ) + 1 + 10 * (y : ℕ))) % 12 = 11) →
        born (schmidt γ) alice bob x y a b
          = (γ ^ 2 + 2 * √3 * γ + 3) / (9 * (2 + γ ^ 2)) := by
      intro x y a b h
      have hre : ζ.re = √3 / 2 := rfl
      have hs : √3 * √3 = 3 := Real.mul_self_sqrt (by norm_num)
      rw [born_schmidt, hmod]
      congr 1
      rcases h with h | h <;> rw [h]
      · rw [pow_one, hre]
        linear_combination hs
      · rw [h11, Complex.conj_re, hre]
        linear_combination hs
    have bad : ∀ (x y : Fin 2) (a b : Fin 3),
        ((4 * (a : ℕ) + 2 * (x : ℕ) + (8 * (b : ℕ) + 1 + 10 * (y : ℕ))) % 12 = 3 ∨
         (4 * (a : ℕ) + 2 * (x : ℕ) + (8 * (b : ℕ) + 1 + 10 * (y : ℕ))) % 12 = 9) →
        born (schmidt γ) alice bob x y a b = γ ^ 2 / (9 * (2 + γ ^ 2)) := by
      intro x y a b h
      rw [born_schmidt, hmod]
      congr 1
      rcases h with h | h <;> rw [h]
      · rw [h3, Complex.I_re]
        ring
      · rw [show ζ ^ 9 = ζ ^ 3 * ζ ^ 3 * ζ ^ 3 by ring, h3, Complex.I_mul_I]
        simp
    -- the favourable and the unfavourable events
    have g1 := fun a : Fin 3 => good 0 0 a a (by revert a; decide)
    have g2 := fun a : Fin 3 => good 1 0 a (a + 1) (by revert a; decide)
    have g3 := fun a : Fin 3 => good 1 1 a a (by revert a; decide)
    have g4 := fun a : Fin 3 => good 0 1 a a (by revert a; decide)
    have b1 := fun a : Fin 3 => bad 0 0 a (a + 1) (by revert a; decide)
    have b2 := fun a : Fin 3 => bad 1 0 a a (by revert a; decide)
    have b3 := fun a : Fin 3 => bad 1 1 a (a + 1) (by revert a; decide)
    have b4 := fun a : Fin 3 => bad 0 1 (a + 1) a (by revert a; decide)
    rw [cglmp_eq_probabilities]
    simp only [g1, g2, g3, g4, b1, b2, b3, b4, Fin.sum_univ_three]
    field_simp
    ring

/-- The unit vector `(|00⟩ + |11⟩ + |22⟩)/√3`, measured in local orthonormal bases, has summed score
above 2, and no local model with a finite hidden variable reproduces its probabilities. -/
theorem cglmp_violation :
    ∑ i, ∑ j, Complex.normSq (schmidt 1 i j) = 1 ∧
    (∀ x, IsONB (alice x)) ∧ (∀ y, IsONB (bob y)) ∧
    2 < cglmp (born (schmidt 1) alice bob) ∧
    ∀ (Λ : Type) [Fintype Λ] (w : Λ → ℝ) (P Q : Λ → Fin 2 → Fin 3 → ℝ), IsProb w →
      (∀ l x, IsProb (P l x)) → (∀ l y, IsProb (Q l y)) →
      born (schmidt 1) alice bob ≠ localTable w P Q := by
  have hv : 2 < cglmp (born (schmidt 1) alice bob) := by
    have h : (1 : ℝ) < √3 := by
      rw [Real.lt_sqrt] <;> norm_num
    rw [(cglmp_schmidt 1).2, lt_div_iff₀ (by norm_num)]
    linarith
  refine ⟨(cglmp_schmidt 1).1, measurements_orthonormal.1, measurements_orthonormal.2, hv, ?_⟩
  intro Λ _ w P Q hw hP hQ h
  rw [h] at hv
  exact absurd (local_bound w P Q hw hP hQ) (not_le_of_gt hv)

/-- With these measurements the largest summed score in the family of states is
`1 + √3 √11/3`, and it is reached at `γ = (√11 - √3)/2`. -/
theorem best_schmidt_state :
    (∀ γ, cglmp (born (schmidt γ) alice bob) ≤ 1 + √3 * √11 / 3) ∧
    cglmp (born (schmidt ((√11 - √3) / 2)) alice bob) = 1 + √3 * √11 / 3 := by
  have hu : √3 ^ 2 = 3 := Real.sq_sqrt (by norm_num)
  have hv : √11 ^ 2 = 11 := Real.sq_sqrt (by norm_num)
  -- completing the square in γ
  have gap : ∀ γ : ℝ, (3 + √3 * √11) * (2 + γ ^ 2) - (12 + 8 * √3 * γ)
      = (3 + √3 * √11) * (γ - (√11 - √3) / 2) ^ 2 := by
    intro γ
    linear_combination (γ * √3 - (√3 * √11 - 3) / 4) * hv
      + (-γ * √11 - (3 + √3 * √11 - 2 * √11 ^ 2) / 4) * hu
  constructor
  · intro γ
    have hpos : 0 ≤ (3 + √3 * √11) * (γ - (√11 - √3) / 2) ^ 2 := by positivity
    rw [(cglmp_schmidt γ).2, div_le_iff₀ (by positivity)]
    linarith [gap γ]
  · have h := gap ((√11 - √3) / 2)
    rw [sub_self, zero_pow two_ne_zero, mul_zero] at h
    rw [(cglmp_schmidt _).2, div_eq_iff (by positivity)]
    linarith

end

end CGLMPQutrits
```

```lean
#print axioms CGLMPQutrits.cglmp_violation
#print axioms CGLMPQutrits.best_schmidt_state
```

```
'CGLMPQutrits.cglmp_violation' depends on axioms: [propext, Classical.choice, Quot.sound]
'CGLMPQutrits.best_schmidt_state' depends on axioms: [propext, Classical.choice, Quot.sound]
```

## Tables, local models and qutrits

A table `p x y a b` gives the probability of outcomes a, b under settings x, y. Lean numbers settings from 0, so a1 and b1 belong to setting 0. `cglmp p` is the summed expected score, one term for each pair of settings.

In `localTable`, a hidden variable l occurs with weight `w l`, and the parties respond with probabilities `P l x` and `Q l y`. Three physical assumptions are built in: for given l, neither response depends on the distant setting; for given l, the two outcomes are statistically independent; and the weights do not depend on the settings. `local_bound` states that such a table scores at most 2.

On the quantum side, `schmidt γ` is the state

(|00⟩ + γ|11⟩ + |22⟩)/√(2+γ²), γ real,

`IsONB` says that three vectors in ℂ³ are orthonormal, and `born` gives the squared moduli of the amplitudes. `cglmp_violation` states that at γ = 1 the vector is normalised, all four measurements are orthonormal bases, the score exceeds 2, and no finite local model reproduces the table. The bound holds for each l separately, so averaging over a continuous hidden variable would not raise it. Quantum mechanics therefore predicts correlations that no local model obeying the three assumptions reproduces; the prediction is for ideal projective measurements on a noiseless pure state.

## Why local models stop at 2

The four arguments of f add up to 1 modulo 3, so they cannot all be 0. If three are 0, the fourth is 1 and the score is 3 − 1 = 2. If at most two are 0, the score is at most 2. `deterministic_bound` checks all 81 cases with `decide`.

For fixed l, draw a1, a2, b1, b2 independently from the local responses. The mean score is still at most 2, and each term involves only one outcome from each party, so this mean is the score of the table for that l. In `local_bound`, steps `h1` to `h4` average over b2, b1, a1 and a2 in turn using `average_le`; `mix` then reduces the general case to an average over l.

## The quantum value

Let ζ = (√3+i)/2 = exp(iπ/6). The measurement vectors have components ζ^(mj)/√3 for j = 0, 1, 2, with

m = 4a + 2x for the first party,
m = 8b + 1 + 10y for the second.

Two vectors of one basis overlap by (1+ω+ω²)/3, where ω is a cube root of unity. This is 1 for equal outcomes and 0 otherwise, as `measurements_orthonormal` proves.

Let N be the sum of the two values of m, and z the conjugate of ζ^N. The joint amplitude is

(1 + γz + z²)/(3√(2+γ²)) = z(γ + 2 Re z)/(3√(2+γ²)),

because |z| = 1. This gives `born_schmidt`:

p(a,b|x,y) = (γ + 2 cos(πN/6))²/(9(2+γ²)).

Modulo 12, N = 4(a−b) + 1 + 2x − 2y. Events scoring +1 have N = 1 or 11, with cosine √3/2; events scoring −1 have N = 3 or 9, with cosine 0. There are twelve of each, three per pair of settings, as `cglmp_eq_probabilities` makes explicit. Hence `cglmp_schmidt`:

score = 12[(γ+√3)² − γ²]/(9(2+γ²)) = 4(3+2√3γ)/(3(2+γ²)).

At γ = 1 this is 4(3+2√3)/9 ≈ 2.87. A local model with the same table would contradict `local_bound`.

## A less entangled state scores higher

Put γ* = (√11−√3)/2 ≈ 0.79. Completing the square gives

(3+√33)(2+γ²) − (12+8√3γ) = (3+√33)(γ−γ*)².

The right side is non-negative, and dividing by 3(2+γ²) yields

score ≤ 1 + √33/3 ≈ 2.91,

with equality at γ = γ*. This is `best_schmidt_state`, where the identity is called `gap`. With these measurements, the maximally entangled state γ = 1 is therefore not the best in the family. The maximum is over γ alone, with the bases held fixed; the theorem sets no bound for other states or measurements.
